# Segal's norm inequality for Hermitian matrices: ‖exp(A+B)‖ ≤ ‖exp(A) exp(B)‖

## A spin in a tilted field

A spin-½ at inverse temperature $\beta$ in a field with components along $z$ and $x$ has the Boltzmann operator $e^{A+B}$, with $A=a\sigma_z$, $B=b\sigma_x$, where $\sigma_z,\sigma_x$ are Pauli matrices and the real numbers $a,b$ contain $\beta$. A path integral splits this operator into factors that are easy to evaluate separately. How does the split change its largest amplification of a vector, the operator norm?

For a matrix $M$, $\|M\|^2$ is the largest eigenvalue of $M^\dagger M$. With $M=e^Ae^B$, the matrix $M^\dagger M=e^Be^{2A}e^B$ has determinant 1 and trace $2\cosh 2a\cosh 2b$. Hence $\|e^Ae^B\|=e^{c}$, where $c\ge0$ and $\cosh 2c=\cosh 2a\cosh 2b$.

Now use two beads. The factor $e^{A/2}e^{B/2}$ has norm $e^{c'}$, where $c'\ge0$ and $\cosh 2c'=\cosh a\cosh b$. The double-angle formula gives

$$\cosh 2c-\cosh 4c'=2\sinh^2 a\,\sinh^2 b\ \ge 0 .$$

So $2c'\le c$, which means $\|e^{A/2}e^{B/2}\|^2\le\|e^Ae^B\|$. Each further doubling of the bead number $P$ lowers $\|e^{A/P}e^{B/P}\|^P$ or leaves it unchanged, and the limit is $e^{\sqrt{a^2+b^2}}=\|e^{A+B}\|$. The same mechanism, doubling followed by a limit, works for all Hermitian matrices of one finite size.

## Doubling and the limit of many beads

Let $A$ and $B$ be Hermitian matrices of the same finite size. The claim is $\|e^{A+B}\|\le\|e^Ae^B\|$. At size zero both sides vanish, so take the size to be at least one.

**Doubling.** Let $x,y$ be Hermitian. Then $\|xy\|^2=\|(xy)^\dagger xy\|=\|yx^2y\|$, and the norm of this Hermitian matrix is its largest eigenvalue in modulus. Suppose $yx^2y\,v=\lambda v$ with $\lambda\ne0$ and $v\neq0$. Put $w=x^2y\,v$. Then $w\ne0$, because $yw=\lambda v$, and

$$x^2y^2w=x^2y\,(yx^2y\,v)=\lambda w .$$

Thus $\lambda$ is also an eigenvalue of $x^2y^2$, and $|\lambda|\le\|x^2y^2\|$. This proves $\|xy\|^2\le\|x^2y^2\|$; when $\lambda=0$ the bound is trivial. Repeating it $k$ times gives, with $N=2^k$,

$$\|xy\|^N\le\|x^Ny^N\| .$$

Set $S_N=e^{A/N}e^{B/N}$. Choosing $x=e^{A/N}$ and $y=e^{B/N}$ yields $\|S_N\|^N\le\|e^Ae^B\|$.

**Splitting error.** The function $F(t)=e^{t(A+B)}-e^{tA}e^{tB}$ satisfies $F(0)=0$ and $F'(0)=(A+B)-(A+B)=0$. Therefore $d_N=\|F(1/N)\|$ obeys $Nd_N\to0$, while $\|S_N\|\to1$.

**Limit.** Once $\|S_N\|>1/2$,

$$\|S_N\|+d_N\le\|S_N\|(1+2d_N)\le\|S_N\|e^{2d_N}.$$

Since $e^{(A+B)/N}=S_N+F(1/N)$, it follows that

$$\|e^{A+B}\|\le\|e^{(A+B)/N}\|^N\le(\|S_N\|+d_N)^N\le\|S_N\|^Ne^{2Nd_N}\le\|e^Ae^B\|\,e^{2Nd_N}.$$

Letting $k\to\infty$ proves the claim.

**Three consequences.** Applying the result to $A/P$ and $B/P$ and taking the $P$-th power gives $\|e^{A+B}\|\le\|S_P\|^P$ for every integer $P\ge1$. For $P=2$, $\|S_2\|^2=\|S_2^\dagger S_2\|$ turns this into $\|e^{A+B}\|\le\|e^{B/2}e^Ae^{B/2}\|$. Finally, an eigenvalue $\mu$ of $A+B$ gives the eigenvalue $e^\mu$ of $e^{A+B}$, so $e^\mu\le\|e^Ae^B\|$.

For a Hamiltonian $T+V$ represented by Hermitian matrices $T$ and $V$ in a finite orthonormal basis, put $A=-\beta T$ and $B=-\beta V$ with $\beta>0$. The largest $\mu$ is $-\beta E_0$, where $E_0$ is the lowest eigenvalue of the matrix $T+V$, and the last inequality becomes the lower bound $E_0\ge-\beta^{-1}\ln\|e^{-\beta T}e^{-\beta V}\|$. If the basis is truncated, this need not be a lower bound on the exact ground-state energy, which may lie below $E_0$. Golden–Thompson compares traces, hence partition functions; the inequality here compares norms.

## Matrices, norm and bead factor in Lean

The finite type `n` labels the basis states, and `Matrix n n ℂ` holds the operators. The scope `Matrix.Norms.L2Operator` selects the norm induced by the Euclidean vector norm, and `exp` is the matrix exponential, not an entrywise one. A particle in continuous space has unbounded operators, which the theorems for finite matrices do not cover.

```lean
import Mathlib

open Filter Topology NormedSpace
open scoped Matrix.Norms.L2Operator

namespace SegalNormInequality

noncomputable section

variable {n : Type*} [Fintype n] [DecidableEq n]
```

The definition `beadFactor A B P` is $S_P$. The letter `P` counts beads and is not a momentum; the factor $-\beta$ is already inside `A` and `B`.

```lean
/-- The short-time factor `exp(A/P) exp(B/P)` of one bead among `P`, for `P ≥ 1`. -/
def beadFactor (A B : Matrix n n ℂ) (P : ℕ) : Matrix n n ℂ :=
  exp ((P : ℂ)⁻¹ • A) * exp ((P : ℂ)⁻¹ • B)
```

## Cyclic exchange in a C*-algebra

The doubling inequality is stated for self-adjoint elements of any unital complex C*-algebra, of which the complex matrices with this norm are an example. Here `star` is the adjoint, and `e` records $(xy)^\dagger xy=yx^2y$.

The central device is `spectrum.nonzero_mul_comm`: the spectra of $uv$ and $vu$ agree after zero is removed. With $u=y$ and $v=x^2y$ it replaces the eigenvector calculation above. It needs no eigenvectors, which is why the lemma can be stated beyond matrices. For general $u$ and $v$ zero has to be removed, because in infinite dimension it may belong to only one of the two spectra. In this proof `k` is a spectral value, not a number of doublings. The case `k = 0` is treated separately, where the bound is immediate, and for other `k` the proof rewrites membership in the spectrum of $yx^2y$ as membership in that of $x^2y^2$.

Two further facts connect spectrum and norm: a spectral value is bounded by the norm, and for a self-adjoint element the spectral radius equals the norm. The C*-identity then turns $\|(xy)^\dagger xy\|$ into $\|xy\|^2$.

```lean
/-- For self-adjoint elements of a unital C*-algebra, the squared norm of a product is at most the
norm of the product of the squares. -/
theorem norm_mul_sq_le {R : Type*} [CStarAlgebra R] {x y : R}
    (hx : IsSelfAdjoint x) (hy : IsSelfAdjoint y) : ‖x * y‖ ^ 2 ≤ ‖x ^ 2 * y ^ 2‖ := by
  rcases subsingleton_or_nontrivial R with _ | _
  · rw [Subsingleton.elim (x * y) 0, norm_zero]
    exact (by norm_num : (0 : ℝ) ^ 2 = 0).le.trans (norm_nonneg _)
  · have hP : IsSelfAdjoint (star (x * y) * (x * y)) := IsSelfAdjoint.star_mul_self _
    have e : star (x * y) * (x * y) = y * (x ^ 2 * y) := by
      rw [star_mul, hx.star_eq, hy.star_eq]
      noncomm_ring
    -- cyclic exchange keeps the nonzero spectrum
    have hr : spectralRadius ℂ (star (x * y) * (x * y)) ≤ ‖x ^ 2 * y ^ 2‖₊ := by
      refine iSup₂_le fun k hk => ?_
      by_cases hk0 : k = 0
      · simp [hk0]
      have h : k ∈ spectrum ℂ (y * (x ^ 2 * y)) \ {0} := ⟨e ▸ hk, hk0⟩
      rw [spectrum.nonzero_mul_comm, mul_assoc, ← sq] at h
      exact ENNReal.coe_le_coe.2 (spectrum.norm_le_norm_of_mem h.1)
    rw [hP.spectralRadius_eq_nnnorm, ENNReal.coe_le_coe] at hr
    have h := NNReal.coe_le_coe.2 hr
    rw [coe_nnnorm, coe_nnnorm, CStarRing.norm_star_mul_self] at h
    rw [sq]
    exact h
```

Induction on `k` gives the repeated doubling. The step squares the previous inequality and applies the lemma to the powers $x^{2^k}$ and $y^{2^k}$, which are again self-adjoint.

```lean
/-- Repeated doubling: for self-adjoint `x` and `y` in a unital C*-algebra, the power `2^k` of the
norm of `x y` is at most the norm of the product of the powers `2^k` of `x` and `y`. -/
theorem norm_mul_pow_le {R : Type*} [CStarAlgebra R] {x y : R}
    (hx : IsSelfAdjoint x) (hy : IsSelfAdjoint y) (k : ℕ) :
    ‖x * y‖ ^ (2 ^ k) ≤ ‖x ^ (2 ^ k) * y ^ (2 ^ k)‖ := by
  induction k with
  | zero => simp
  | succ k ih =>
    rw [pow_succ 2 k, pow_mul, pow_mul, pow_mul]
    exact (pow_le_pow_left₀ (by positivity) ih 2).trans
      (norm_mul_sq_le (hx.pow _) (hy.pow _))
```

## Short-time factors and their first-order agreement

The next lemma is $(e^{A/N})^N=e^A$ for nonzero `N`.

```lean
/-- The exponential of a matrix is the `N`-th power of its short-time factor, for `N ≥ 1`. -/
theorem exp_inv_smul_pow (A : Matrix n n ℂ) {N : ℕ} (hN : N ≠ 0) :
    exp ((N : ℂ)⁻¹ • A) ^ N = exp A := by
  rw [← Matrix.exp_nsmul, ← Nat.cast_smul_eq_nsmul ℂ, smul_smul,
    mul_inv_cancel₀ (Nat.cast_ne_zero.2 hN), one_smul]
```

Scaling by $1/N$ preserves Hermiticity, so the short-time exponentials are self-adjoint.

```lean
omit [Fintype n] [DecidableEq n] in
/-- Scaling a Hermitian matrix by the inverse of a natural number `N` leaves it Hermitian; for
`N = 0` the inverse is `0` by Lean's convention. -/
private theorem hermitian_inv_smul {A : Matrix n n ℂ} (hA : A.IsHermitian) (N : ℕ) :
    ((N : ℂ)⁻¹ • A).IsHermitian := by
  rw [Matrix.IsHermitian, Matrix.conjTranspose_smul, hA.eq, star_inv₀, star_natCast]
```

The product rule gives the derivative $A+B$ of the split propagator at zero. The variable `t` is complex; the proof later samples it at $1/2^k$.

```lean
/-- The split propagator `exp(tA) exp(tB)` has derivative `A + B` at `t = 0`. -/
theorem hasDerivAt_split (A B : Matrix n n ℂ) :
    HasDerivAt (fun t : ℂ => exp (t • A) * exp (t • B)) (A + B) 0 := by
  have hA := hasDerivAt_exp_smul_const A (0 : ℂ)
  have hB := hasDerivAt_exp_smul_const B (0 : ℂ)
  exact (hA.fun_mul hB).congr_deriv (by simp)
```

The scalar estimate used in the limit is isolated here, with `x` playing the role of $\|S_N\|$ and `d` that of $d_N$.

```lean
/-- For real `x > 1/2` and `d ≥ 0`, the power `(x + d)^N` is at most `x^N exp(2Nd)`. -/
private theorem add_pow_le_exp {x d : ℝ} (N : ℕ) (hx : 1 / 2 < x) (hd : 0 ≤ d) :
    (x + d) ^ N ≤ x ^ N * Real.exp (2 * (N * d)) := by
  have h1 := mul_le_mul_of_nonneg_left (Real.add_one_le_exp (2 * d))
    (by linarith : (0 : ℝ) ≤ x)
  have h2 : x + d ≤ x * Real.exp (2 * d) := by
    nlinarith [mul_nonneg hd (by linarith : (0 : ℝ) ≤ x - 1 / 2)]
  calc (x + d) ^ N ≤ (x * Real.exp (2 * d)) ^ N := pow_le_pow_left₀ (by linarith) h2 N
    _ = x ^ N * Real.exp (2 * (N * d)) := by
      rw [mul_pow, ← Real.exp_nat_mul]
      congr 2
      ring
```

## The inequality for the unsplit exponential

The hypotheses of `segal_norm_inequality` are only that `A` and `B` are Hermitian; they need not commute. If they do commute, $e^{A+B}=e^Ae^B$ and equality holds.

After the empty matrix is set aside, `ht` states that $1/2^k$ tends to zero through nonzero values, and `hX` that $\|S_{2^k}\|\to1$. The zero derivative `hF`, read as a limit of difference quotients, gives `hd`, the statement $Nd_N\to0$. The limit `hlim` says that $\|e^Ae^B\|e^{2Nd_N}$ tends to $\|e^Ae^B\|$, and `ge_of_tendsto` reduces the theorem to bounding $\|e^{A+B}\|$ by that expression for all large `k`. Doubling supplies `hdy`, the triangle inequality supplies `htri`, and the closing chain of inequalities is the displayed one from the derivation.

```lean
/-- Segal's inequality: for Hermitian `A` and `B`, the operator norm of `exp(A+B)` is at
most that of `exp(A) exp(B)`. -/
theorem segal_norm_inequality {A B : Matrix n n ℂ} (hA : A.IsHermitian)
    (hB : B.IsHermitian) : ‖exp (A + B)‖ ≤ ‖exp A * exp B‖ := by
  rcases isEmpty_or_nonempty n with _ | _
  · rw [Subsingleton.elim (exp (A + B)) 0, norm_zero]
    exact norm_nonneg _
  have ht : Tendsto (fun k : ℕ => ((2 ^ k : ℕ) : ℂ)⁻¹) atTop (𝓝[≠] 0) := by
    refine tendsto_nhdsWithin_iff.2 ⟨?_, Eventually.of_forall fun k => by simp⟩
    have h := tendsto_pow_atTop_nhds_zero_of_norm_lt_one (x := (2 : ℂ)⁻¹) (by norm_num)
    exact h.congr fun k => by simp
  have hX : Tendsto (fun k : ℕ => ‖beadFactor A B (2 ^ k)‖) atTop (𝓝 1) := by
    have h := ((hasDerivAt_split A B).continuousAt.tendsto.comp
      (ht.mono_right nhdsWithin_le_nhds)).norm
    simpa [beadFactor, Function.comp_def] using h
  -- the exact and the split factor agree to first order
  have hF : HasDerivAt (fun t : ℂ => exp (t • (A + B)) - exp (t • A) * exp (t • B)) 0 0 :=
    ((hasDerivAt_exp_smul_const (A + B) (0 : ℂ)).fun_sub
      (hasDerivAt_split A B)).congr_deriv (by simp)
  have hd : Tendsto (fun k : ℕ => ((2 ^ k : ℕ) : ℝ) *
      ‖exp (((2 ^ k : ℕ) : ℂ)⁻¹ • (A + B)) - beadFactor A B (2 ^ k)‖) atTop (𝓝 0) := by
    have h := ((hasDerivAt_iff_tendsto_slope_zero.1 hF).comp ht).norm
    simpa [beadFactor, norm_smul, Function.comp_def] using h
  have hlim := ((hd.const_mul 2).rexp).const_mul ‖exp A * exp B‖
  rw [mul_zero, Real.exp_zero, mul_one] at hlim
  refine ge_of_tendsto hlim ?_
  filter_upwards [hX.eventually (lt_mem_nhds (by norm_num : (1 / 2 : ℝ) < 1))] with k hk
  have hN : 2 ^ k ≠ 0 := by positivity
  -- doubling bounds the `2^k`-th power of the bead factor's norm by `‖exp A * exp B‖`
  have hdy : ‖beadFactor A B (2 ^ k)‖ ^ (2 ^ k) ≤ ‖exp A * exp B‖ := by
    let : CStarAlgebra (Matrix n n ℂ) := {}
    have h := norm_mul_pow_le (hermitian_inv_smul hA (2 ^ k)).exp.isSelfAdjoint
      (hermitian_inv_smul hB (2 ^ k)).exp.isSelfAdjoint k
    rwa [exp_inv_smul_pow A hN, exp_inv_smul_pow B hN] at h
  have htri := norm_add_le (beadFactor A B (2 ^ k))
    (exp (((2 ^ k : ℕ) : ℂ)⁻¹ • (A + B)) - beadFactor A B (2 ^ k))
  rw [add_sub_cancel] at htri
  rw [← exp_inv_smul_pow (A + B) hN]
  exact (norm_pow_le' _ (Nat.pos_of_ne_zero hN)).trans
    ((pow_le_pow_left₀ (norm_nonneg _) htri _).trans
      ((add_pow_le_exp _ hk (norm_nonneg _)).trans
        (mul_le_mul_of_nonneg_right hdy (Real.exp_pos _).le)))
```

## Beads, symmetric splitting and eigenvalues

The bead bound holds at every positive `P`, not only at powers of two, because it applies the finished theorem to the scaled matrices.

```lean
/-- For Hermitian `A` and `B` and any number `P ≥ 1` of beads, the norm of `exp(A+B)` is at
most the `P`-th power of the norm of one bead factor. -/
theorem norm_exp_add_le_bead {A B : Matrix n n ℂ} (hA : A.IsHermitian)
    (hB : B.IsHermitian) {P : ℕ} (hP : P ≠ 0) :
    ‖exp (A + B)‖ ≤ ‖beadFactor A B P‖ ^ P := by
  have h := segal_norm_inequality (hermitian_inv_smul hA P) (hermitian_inv_smul hB P)
  rw [← smul_add] at h
  rw [← exp_inv_smul_pow (A + B) hP]
  exact (norm_pow_le' _ (Nat.pos_of_ne_zero hP)).trans
    (pow_le_pow_left₀ (norm_nonneg _) h P)
```

For the symmetric splitting, the identity `e` is $S_2^\dagger S_2=e^{B/2}e^Ae^{B/2}$, and the C*-identity converts its norm into $\|S_2\|^2$.

```lean
/-- For Hermitian `A` and `B`, the norm of `exp(A+B)` is at most that of the symmetric
splitting `exp(B/2) exp(A) exp(B/2)`. -/
theorem norm_exp_add_le_symmetric {A B : Matrix n n ℂ} (hA : A.IsHermitian)
    (hB : B.IsHermitian) :
    ‖exp (A + B)‖ ≤ ‖exp ((2 : ℂ)⁻¹ • B) * exp A * exp ((2 : ℂ)⁻¹ • B)‖ := by
  have h := norm_exp_add_le_bead hA hB two_ne_zero
  have ha := (hermitian_inv_smul hA 2).exp.isSelfAdjoint.star_eq
  have hb := (hermitian_inv_smul hB 2).exp.isSelfAdjoint.star_eq
  have hs := exp_inv_smul_pow A two_ne_zero
  -- the symmetric splitting is the adjoint of the bead factor times the bead factor
  have e : star (beadFactor A B 2) * beadFactor A B 2
      = exp (((2 : ℕ) : ℂ)⁻¹ • B) * exp A * exp (((2 : ℕ) : ℂ)⁻¹ • B) := by
    rw [beadFactor, star_mul, ha, hb, ← hs]
    noncomm_ring
  rw [sq, ← CStarRing.norm_star_mul_self, e] at h
  exact_mod_cast h
```

In the eigenvalue form, `μ` is an eigenvalue of $A+B$, not a chemical potential. Taking it real loses nothing, since $A+B$ is Hermitian. The proof maps `μ` to a spectral value of the exponential, bounds that value by the norm, and applies the main theorem.

```lean
/-- For Hermitian `A` and `B`, every real eigenvalue `μ` of `A + B` satisfies
`e^μ ≤ ‖exp(A) exp(B)‖`. -/
theorem exp_eigenvalue_le {A B : Matrix n n ℂ} (hA : A.IsHermitian)
    (hB : B.IsHermitian) {μ : ℝ} (hμ : (μ : ℂ) ∈ spectrum ℂ (A + B)) :
    Real.exp μ ≤ ‖exp A * exp B‖ := by
  rcases subsingleton_or_nontrivial (Matrix n n ℂ) with _ | _
  · rw [spectrum.of_subsingleton] at hμ
    exact hμ.elim
  have h := spectrum.norm_le_norm_of_mem (spectrum.exp_mem_exp (A + B) hμ)
  rw [← Complex.exp_eq_exp_ℂ, Complex.norm_exp, Complex.ofReal_re] at h
  exact h.trans (segal_norm_inequality hA hB)

end

end SegalNormInequality
```

```lean
#print axioms SegalNormInequality.segal_norm_inequality
-- 'SegalNormInequality.segal_norm_inequality' depends on axioms: [propext, Classical.choice, Quot.sound]
#print axioms SegalNormInequality.norm_exp_add_le_symmetric
-- 'SegalNormInequality.norm_exp_add_le_symmetric' depends on axioms: [propext, Classical.choice, Quot.sound]
#print axioms SegalNormInequality.exp_eigenvalue_le
-- 'SegalNormInequality.exp_eigenvalue_le' depends on axioms: [propext, Classical.choice, Quot.sound]
```
